# A free radial wave is bounded on $(0,1]$ exactly when it is a multiple of $j_l$

A radial wave is represented here by a real function $f$ on the whole line, `f : ℝ → ℝ`, but the radial Schrödinger equation of a free particle is imposed only at $x>0$, so the values at $x\le 0$ play no role. The variable is $x=kr$, with $r$ the radius and $k>0$ the wavenumber, and `l : ℕ` is the angular momentum. The wavefunction is $f(kr)$ times a spherical harmonic, so $f$ is the radial factor $R$ itself, not $u=rR$. The distinction matters at $l=0$, where $u=\cos kr$ is bounded although $R=u/r$ is not. Regularity at the origin is expressed as boundedness on $(0,1]$: the wave has no singularity at $r=0$. This is a boundary condition, not a consequence of the differential equation.

For one particle in three dimensions that is free everywhere, at fixed positive energy, regularity at the origin therefore determines the radial wave in each angular-momentum channel up to a constant factor.

```lean
import Mathlib

open Set Filter Topology

namespace RegularFreeRadialWave

noncomputable section
```

## Free waves and the radial equation

For a real phase $\delta$, define $w_l^\delta$ by

$$w_0^\delta=\frac{\sin(x+\delta)}{x},\qquad w_1^\delta=\frac{\sin(x+\delta)}{x^2}-\frac{\cos(x+\delta)}{x},\qquad w_{l+2}^\delta=\frac{2l+3}{x}\,w_{l+1}^\delta-w_l^\delta .$$

```lean
/-- The free radial wave of phase `δ` and angular momentum `l`, built from its `l = 0` and
`l = 1` members by the three-term recurrence of spherical Bessel functions. -/
def freeWave (δ : ℝ) : ℕ → ℝ → ℝ
  | 0, x => Real.sin (x + δ) / x
  | 1, x => Real.sin (x + δ) / x ^ 2 - Real.cos (x + δ) / x
  | l + 2, x => (2 * (l : ℝ) + 3) / x * freeWave δ (l + 1) x - freeWave δ l x
```

Phase $0$ gives the spherical Bessel function $j_l$, starting from $j_0=\sin x/x$.

```lean
/-- The spherical Bessel function `j_l`, the free wave of phase zero. -/
abbrev sphericalJ (l : ℕ) : ℝ → ℝ := freeWave 0 l
```

Phase $-\pi/2$ gives the Neumann function $y_l$, starting from $y_0=-\cos x/x$.

```lean
/-- The spherical Neumann function `y_l`, the free wave of phase `-π/2`. -/
abbrev sphericalY (l : ℕ) : ℝ → ℝ := freeWave (-(Real.pi / 2)) l
```

A solution satisfies $x^2f''+2xf'+(x^2-l(l+1))f=0$ for every $x>0$. Lean's `deriv` returns $0$ where no derivative exists, so `SolvesRadial` also requires $f$ and $f'$ to be differentiable. Continuity of $f''$ is not required.

```lean
/-- `f` is twice differentiable on `x > 0` and solves the free radial equation there. -/
def SolvesRadial (l : ℕ) (f : ℝ → ℝ) : Prop :=
  ∀ x, 0 < x → DifferentiableAt ℝ f x ∧ DifferentiableAt ℝ (deriv f) x ∧
    x ^ 2 * deriv (deriv f) x + 2 * x * deriv f x + (x ^ 2 - l * (l + 1)) * f x = 0
```

Two solutions are compared through the weighted Wronskian $W(f,g)=x^2(fg'-f'g)$.

```lean
/-- The Wronskian of two radial functions with the radial weight `x²`. -/
def wronskian (f g : ℝ → ℝ) (x : ℝ) : ℝ := x ^ 2 * (f x * deriv g x - deriv f x * g x)
```

The behaviour of $j_l$ near the origin is easier to control through $P_l=x^{l+1}j_l$, whose recurrence $P_{l+2}=(2l+3)P_{l+1}-x^2P_l$ contains no division.

```lean
/-- The numerator `x^(l+1) j_l(x)`, written without division. -/
def numer : ℕ → ℝ → ℝ
  | 0, x => Real.sin x
  | 1, x => Real.sin x - x * Real.cos x
  | l + 2, x => (2 * (l : ℝ) + 3) * numer (l + 1) x - x ^ 2 * numer l x
```

The derivative $(x^2)'=2x$ is needed several times.

```lean
lemma hasDerivAt_sq (x : ℝ) : HasDerivAt (fun t : ℝ => t ^ 2) (2 * x) x := by
  simpa using hasDerivAt_pow 2 x
```

The derivative of a free wave obeys the ladder relation

$$(w_l^\delta)'=\frac{l}{x}w_l^\delta-w_{l+1}^\delta .$$

Direct differentiation proves it for $l=0,1$. For $l+2$, differentiate the recurrence and insert the relation at $l$ and $l+1$. Both sides then reduce to $-\frac{l+3}{x}w_{l+2}^\delta+w_{l+1}^\delta$. In Lean, `field_simp` and `ring` do this algebra.

```lean
/-- Ladder relation: the derivative of a free wave is `(l/x) w_l - w_(l+1)`. -/
theorem freeWave_hasDerivAt (δ : ℝ) : ∀ (l : ℕ) (x : ℝ), 0 < x →
    HasDerivAt (freeWave δ l) (l / x * freeWave δ l x - freeWave δ (l + 1) x) x
  | 0, x, hx => by
    have hs := (Real.hasDerivAt_sin (x + δ)).comp_add_const x δ
    have h := hs.fun_div (hasDerivAt_id' x) hx.ne'
    refine HasDerivAt.congr_of_eventuallyEq (h.congr_deriv ?_)
      (Eventually.of_forall fun t => by simp only [freeWave])
    simp only [freeWave, Nat.cast_zero]
    field_simp
    ring
  | 1, x, hx => by
    have hs := (Real.hasDerivAt_sin (x + δ)).comp_add_const x δ
    have hc := (Real.hasDerivAt_cos (x + δ)).comp_add_const x δ
    have h := (hs.fun_div (hasDerivAt_sq x) (pow_ne_zero 2 hx.ne')).fun_sub
      (hc.fun_div (hasDerivAt_id' x) hx.ne')
    refine HasDerivAt.congr_of_eventuallyEq (h.congr_deriv ?_)
      (Eventually.of_forall fun t => by simp only [freeWave])
    have e : freeWave δ (1 + 1) x
      = (2 * ((0 : ℕ) : ℝ) + 3) / x * freeWave δ 1 x - freeWave δ 0 x := rfl
    rw [e]
    simp only [freeWave, Nat.cast_zero, Nat.cast_one]
    field_simp
    ring
  | l + 2, x, hx => by
    have h0 := freeWave_hasDerivAt δ l x hx
    have h1 : HasDerivAt (freeWave δ (l + 1))
        (((l : ℝ) + 1) / x * freeWave δ (l + 1) x - freeWave δ (l + 2) x) x := by
      have := freeWave_hasDerivAt δ (l + 1) x hx
      push_cast at this
      exact this
    have h := (((hasDerivAt_const x (2 * (l : ℝ) + 3)).fun_div
      (hasDerivAt_id' x) hx.ne').fun_mul h1).fun_sub h0
    refine HasDerivAt.congr_of_eventuallyEq (h.congr_deriv ?_)
      (Eventually.of_forall fun t => rfl)
    have e2 : freeWave δ (l + 2 + 1) x = (2 * ((l + 1 : ℕ) : ℝ) + 3) / x *
      freeWave δ (l + 2) x - freeWave δ (l + 1) x := rfl
    have e3 : freeWave δ (l + 2) x
      = (2 * (l : ℝ) + 3) / x * freeWave δ (l + 1) x - freeWave δ l x := rfl
    rw [e2, e3]
    push_cast
    field_simp
    ring
```

Differentiating the ladder relation once more and eliminating $w_{l+2}^\delta$ gives

$$(w_l^\delta)''=\left(\frac{l(l-1)}{x^2}-1\right)w_l^\delta+\frac{2}{x}w_{l+1}^\delta .$$

Hence $x^2(w_l^\delta)''+2x(w_l^\delta)'=(l(l+1)-x^2)w_l^\delta$, which is the radial equation.

```lean
/-- Free waves of every phase solve the free radial equation. -/
theorem freeWave_solves (δ : ℝ) (l : ℕ) : SolvesRadial l (freeWave δ l) := by
  intro x hx
  have h0 := freeWave_hasDerivAt δ l x hx
  have h1 : HasDerivAt (freeWave δ (l + 1))
      (((l : ℝ) + 1) / x * freeWave δ (l + 1) x - freeWave δ (l + 2) x) x := by
    have := freeWave_hasDerivAt δ (l + 1) x hx
    push_cast at this
    exact this
  have hd : deriv (freeWave δ l) =ᶠ[𝓝 x]
      fun t => l / t * freeWave δ l t - freeWave δ (l + 1) t := by
    filter_upwards [Ioi_mem_nhds hx] with t ht using (freeWave_hasDerivAt δ l t ht).deriv
  have h2 := ((((hasDerivAt_const x (l : ℝ)).fun_div
    (hasDerivAt_id' x) hx.ne').fun_mul h0).fun_sub h1).congr_of_eventuallyEq hd
  refine ⟨h0.differentiableAt, h2.differentiableAt, ?_⟩
  have e : freeWave δ (l + 2) x
    = (2 * (l : ℝ) + 3) / x * freeWave δ (l + 1) x - freeWave δ l x := rfl
  rw [h2.deriv, h0.deriv, e]
  field_simp
  ring
```

## Every solution in terms of $j_l$ and $y_l$

For two solutions with the same $l$,

$$W'=f\,(x^2g''+2xg')-g\,(x^2f''+2xf')=0,$$

because each bracket equals $l(l+1)-x^2$ times its own function. The mean value theorem turns the zero derivative into equality of $W$ at any radius with its value at $x=1$.

```lean
/-- The weighted Wronskian of two solutions has the same value at every radius. -/
theorem wronskian_const {l : ℕ} {f g : ℝ → ℝ} (hf : SolvesRadial l f)
    (hg : SolvesRadial l g) {x : ℝ} (hx : 0 < x) : wronskian f g x = wronskian f g 1 := by
  have hd : ∀ t, 0 < t → HasDerivAt (wronskian f g) 0 t := by
    intro t ht
    obtain ⟨f1, f2, f3⟩ := hf t ht
    obtain ⟨g1, g2, g3⟩ := hg t ht
    have h := (hasDerivAt_sq t).fun_mul ((f1.hasDerivAt.fun_mul g2.hasDerivAt).fun_sub
      (f2.hasDerivAt.fun_mul g1.hasDerivAt))
    refine h.congr_deriv ?_
    linear_combination f t * g3 - g t * f3
  have key : ∀ a b, 0 < a → a < b → wronskian f g a = wronskian f g b := by
    intro a b ha hab
    obtain ⟨c, _, hc⟩ := exists_hasDerivAt_eq_slope (wronskian f g) (fun _ => 0) hab
      (fun t ht => (hd t (ha.trans_le ht.1)).continuousAt.continuousWithinAt)
      (fun t ht => hd t (ha.trans ht.1))
    rcases div_eq_zero_iff.1 hc.symm with h | h <;> linarith
  rcases lt_trichotomy x 1 with h | h | h
  · exact key x 1 hx h
  · rw [h]
  · exact (key 1 x one_pos h).symm
```

For two free waves, the ladder relation gives

$$W(w_l^\delta,w_l^\varepsilon)=x^2\left(w_{l+1}^\delta w_l^\varepsilon-w_l^\delta w_{l+1}^\varepsilon\right).$$

The recurrence shows that the right side does not change with $l$. At $l=0$ it is $\sin(x+\delta)\cos(x+\varepsilon)-\cos(x+\delta)\sin(x+\varepsilon)=\sin(\delta-\varepsilon)$.

```lean
/-- The weighted Wronskian of two free waves is the sine of their phase difference. -/
theorem wronskian_freeWave (δ ε : ℝ) (l : ℕ) {x : ℝ} (hx : 0 < x) :
    wronskian (freeWave δ l) (freeWave ε l) x = Real.sin (δ - ε) := by
  have key : ∀ n : ℕ, x ^ 2 * (freeWave δ (n + 1) x * freeWave ε n x
      - freeWave δ n x * freeWave ε (n + 1) x) = Real.sin (δ - ε) := by
    intro n
    induction n with
    | zero =>
      have h : Real.sin (δ - ε) = Real.sin (x + δ) * Real.cos (x + ε)
          - Real.cos (x + δ) * Real.sin (x + ε) := by
        rw [← Real.sin_sub]; congr 1; ring
      rw [h]
      simp only [freeWave]
      field_simp
      ring
    | succ n ih =>
      have e : ∀ d, freeWave d (n + 1 + 1) x
        = (2 * (n : ℝ) + 3) / x * freeWave d (n + 1) x - freeWave d n x := fun _ => rfl
      rw [e δ, e ε]
      linear_combination ih
  unfold wronskian
  rw [(freeWave_hasDerivAt δ l x hx).deriv, (freeWave_hasDerivAt ε l x hx).deriv]
  linear_combination key l
```

In particular $W(j_l,y_l)=1$. Expanding the Wronskians and cancelling the terms in $f'$ gives

$$W(f,y_l)\,j_l-W(f,j_l)\,y_l=f\,W(j_l,y_l)=f .$$

The coefficients are constants, evaluated at $x=1$ in Lean. There is no division by $j_l$, so its zeros cause no difficulty.

```lean
/-- Every solution is a combination of `j_l` and `y_l`, with Wronskians as coefficients. -/
theorem general_solution {l : ℕ} {f : ℝ → ℝ} (hf : SolvesRadial l f) {x : ℝ} (hx : 0 < x) :
    f x = wronskian f (sphericalY l) 1 * sphericalJ l x
      - wronskian f (sphericalJ l) 1 * sphericalY l x := by
  rw [← wronskian_const hf (freeWave_solves _ l) hx,
    ← wronskian_const hf (freeWave_solves _ l) hx]
  have h := wronskian_freeWave 0 (-(Real.pi / 2)) l hx
  rw [zero_sub, neg_neg, Real.sin_pi_div_two] at h
  unfold wronskian at *
  linear_combination (-(f x)) * h
```

## The size of $j_l$ near the origin

The numerators satisfy $P_{l+1}'=xP_l$. This is direct for $P_1$ and $P_2$, and the induction step is

$$P_{l+3}'=(2l+5)xP_{l+1}-2xP_{l+1}-x^3P_l=xP_{l+2}.$$

```lean
lemma numer_hasDerivAt : ∀ (l : ℕ) (x : ℝ), HasDerivAt (numer (l + 1)) (x * numer l x) x
  | 0, x => by
    have h := (Real.hasDerivAt_sin x).fun_sub
      ((hasDerivAt_id' x).fun_mul (Real.hasDerivAt_cos x))
    refine HasDerivAt.congr_of_eventuallyEq (h.congr_deriv ?_)
      (Eventually.of_forall fun t => rfl)
    simp only [numer]
    ring
  | 1, x => by
    have h := ((numer_hasDerivAt 0 x).const_mul (2 * ((0 : ℕ) : ℝ) + 3)).fun_sub
      ((hasDerivAt_sq x).fun_mul (Real.hasDerivAt_sin x))
    refine HasDerivAt.congr_of_eventuallyEq (h.congr_deriv ?_)
      (Eventually.of_forall fun t => rfl)
    simp only [numer, Nat.cast_zero]
    ring
  | l + 2, x => by
    have h := ((numer_hasDerivAt (l + 1) x).const_mul (2 * ((l + 1 : ℕ) : ℝ) + 3)).fun_sub
      ((hasDerivAt_sq x).fun_mul (numer_hasDerivAt l x))
    refine HasDerivAt.congr_of_eventuallyEq (h.congr_deriv ?_)
      (Eventually.of_forall fun t => rfl)
    have e : numer (l + 2) x
      = (2 * (l : ℝ) + 3) * numer (l + 1) x - x ^ 2 * numer l x := rfl
    rw [e]
    push_cast
    ring
```

They all vanish at the origin.

```lean
lemma numer_zero : ∀ l : ℕ, numer l 0 = 0
  | 0 => by simp [numer]
  | 1 => by simp [numer]
  | l + 2 => by simp [numer, numer_zero (l + 1)]
```

Multiplying the recurrence for $j_l$ by $x^{l+3}$ gives the recurrence for $P_l$, which confirms $x^{l+1}j_l=P_l$ for $x\ne0$.

```lean
lemma pow_mul_sphericalJ {x : ℝ} (hx : x ≠ 0) :
    ∀ l : ℕ, x ^ (l + 1) * sphericalJ l x = numer l x
  | 0 => by
    simp only [freeWave, numer, zero_add, pow_one, add_zero]
    field_simp
  | 1 => by
    simp only [freeWave, numer, add_zero]
    field_simp
  | l + 2 => by
    have h1 := pow_mul_sphericalJ hx (l + 1)
    have h0 := pow_mul_sphericalJ hx l
    simp only [freeWave, numer]
    rw [← h1, ← h0]
    linear_combination
      ((2 * (l : ℝ) + 3) * x ^ (l + 2) * sphericalJ (l + 1) x) * mul_inv_cancel₀ hx
```

For $x>0$, $|P_l(x)|\le x^{2l+1}$. The case $l=0$ is $|\sin x|\le x$, obtained from $\cos 2x\ge 1-2x^2$. For the next $l$, the mean value theorem supplies $c\in(0,x)$ with

$$|P_{l+1}(x)|=x\,c\,|P_l(c)|\le x^{2l+3}.$$

```lean
lemma abs_numer_le (l : ℕ) : ∀ x : ℝ, 0 < x → |numer l x| ≤ x ^ (2 * l + 1) := by
  induction l with
  | zero =>
    intro x hx
    have h := Real.one_sub_sq_div_two_le_cos (x := 2 * x)
    rw [Real.cos_two_mul] at h
    have h2 : Real.sin x ^ 2 ≤ x ^ 2 := by nlinarith [Real.sin_sq_add_cos_sq x]
    simpa [numer] using abs_le_of_sq_le_sq h2 hx.le
  | succ l ih =>
    intro x hx
    obtain ⟨c, hc, e⟩ := exists_hasDerivAt_eq_slope (numer (l + 1)) (fun t => t * numer l t)
      hx (fun t _ => (numer_hasDerivAt l t).continuousAt.continuousWithinAt)
      (fun t _ => numer_hasDerivAt l t)
    rw [numer_zero, sub_zero, sub_zero, eq_div_iff hx.ne'] at e
    have hb := (ih c hc.1).trans (pow_le_pow_left₀ hc.1.le hc.2.le _)
    rw [← e, abs_mul, abs_mul, abs_of_pos hc.1, abs_of_pos hx]
    calc c * |numer l c| * x ≤ x * x ^ (2 * l + 1) * x :=
          mul_le_mul_of_nonneg_right (mul_le_mul hc.2.le hb (abs_nonneg _) hx.le) hx.le
      _ = x ^ (2 * (l + 1) + 1) := by ring
```

Division by $x^{l+1}$ yields $|j_l(x)|\le x^l$.

```lean
/-- The spherical Bessel function obeys `|j_l(x)| ≤ x^l` for `x > 0`. -/
theorem abs_sphericalJ_le (l : ℕ) {x : ℝ} (hx : 0 < x) : |sphericalJ l x| ≤ x ^ l := by
  have h := abs_numer_le l x hx
  rw [← pow_mul_sphericalJ hx.ne' l, abs_mul, abs_of_pos (pow_pos hx _)] at h
  refine le_of_mul_le_mul_left (h.trans_eq ?_) (pow_pos hx (l + 1))
  ring
```

## Boundedness removes the Neumann part

Let $|f|\le M$ on $(0,1]$ and take $0<r\le1$. The mean value theorem on $[r/2,r]$ gives $s\in(r/2,r)$ with $|f'(s)|\,r/2\le2M$, so $|sf'(s)|\le4M$. By the ladder relation,

$$W(f,j_l)=s\left[f(s)\big(l\,j_l(s)-s\,j_{l+1}(s)\big)-s f'(s)\,j_l(s)\right].$$

Since $|j_l(s)|$ and $|j_{l+1}(s)|$ are at most $1$,

$$|W(f,j_l)|\le r\,[M(l+1)+4M]=rM(l+5).$$

The left side is independent of $r$, so it is zero. Lean reaches the contradiction by choosing one sufficiently small $r$.

```lean
/-- A solution bounded on `(0,1]` has vanishing Wronskian with `j_l`. -/
theorem wronskian_eq_zero_of_bounded {l : ℕ} {f : ℝ → ℝ} (hf : SolvesRadial l f) {M : ℝ}
    (hM : ∀ x ∈ Ioc (0 : ℝ) 1, |f x| ≤ M) : wronskian f (sphericalJ l) 1 = 0 := by
  have hM0 : 0 ≤ M := (abs_nonneg _).trans (hM 1 ⟨one_pos, le_rfl⟩)
  have key : ∀ r : ℝ, 0 < r → r ≤ 1 →
      |wronskian f (sphericalJ l) 1| ≤ r * (M * (l + 5)) := by
    intro r hr hr1
    -- the mean value theorem supplies a radius `s` at which `s f'(s)` is bounded
    obtain ⟨s, hs, e⟩ := exists_hasDerivAt_eq_slope f (deriv f) (half_lt_self hr)
      (fun t ht => (hf t ((half_pos hr).trans_le ht.1)).1.continuousAt.continuousWithinAt)
      (fun t ht => (hf t ((half_pos hr).trans ht.1)).1.hasDerivAt)
    have hs0 : 0 < s := (half_pos hr).trans hs.1
    have hs1 : s ≤ 1 := hs.2.le.trans hr1
    rw [show r - r / 2 = r / 2 by ring, eq_div_iff (half_pos hr).ne'] at e
    have b1 := abs_le.1 (hM r ⟨hr, hr1⟩)
    have b2 := abs_le.1 (hM (r / 2) ⟨half_pos hr, by linarith⟩)
    have hb : |deriv f s * (r / 2)| ≤ 2 * M := by
      rw [e]; exact abs_le.2 ⟨by linarith [b1.1, b2.2], by linarith [b1.2, b2.1]⟩
    rw [abs_mul, abs_of_pos (half_pos hr)] at hb
    have a1 : |s * deriv f s| ≤ 4 * M := by
      rw [abs_mul, abs_of_pos hs0]
      nlinarith [mul_le_mul_of_nonneg_right hs.2.le (abs_nonneg (deriv f s))]
    have hJ : ∀ n, |sphericalJ n s| ≤ 1 := fun n =>
      (abs_sphericalJ_le n hs0).trans (pow_le_one₀ hs0.le hs1)
    have c1 : |(l : ℝ) * sphericalJ l s| ≤ l := by
      rw [abs_mul, Nat.abs_cast]
      exact mul_le_of_le_one_right (Nat.cast_nonneg l) (hJ l)
    have c2 : |s * sphericalJ (l + 1) s| ≤ 1 := by
      rw [abs_mul, abs_of_pos hs0]
      exact mul_le_one₀ hs1 (abs_nonneg _) (hJ _)
    have a2 : |l * sphericalJ l s - s * sphericalJ (l + 1) s| ≤ l + 1 := by
      have d1 := abs_le.1 c1
      have d2 := abs_le.1 c2
      exact abs_le.2 ⟨by linarith [d1.1, d2.2], by linarith [d1.2, d2.1]⟩
    have a3 : wronskian f (sphericalJ l) s = s * (f s * (l * sphericalJ l s
        - s * sphericalJ (l + 1) s) - s * deriv f s * sphericalJ l s) := by
      unfold wronskian
      rw [(freeWave_hasDerivAt 0 l s hs0).deriv]
      linear_combination (s * l * f s * sphericalJ l s) * mul_inv_cancel₀ hs0.ne'
    have p1 := mul_le_mul (hM s ⟨hs0, hs1⟩) a2 (abs_nonneg _) hM0
    have p2 := mul_le_mul a1 (hJ l) (abs_nonneg _) (by linarith)
    rw [← abs_mul] at p1 p2
    have q1 := abs_le.1 p1
    have q2 := abs_le.1 p2
    rw [← wronskian_const hf (freeWave_solves 0 l) hs0, a3, abs_mul, abs_of_pos hs0]
    refine mul_le_mul hs.2.le ?_ (abs_nonneg _) hr.le
    exact abs_le.2 ⟨by linarith [q1.1, q2.2], by linarith [q1.2, q2.1]⟩
  -- a constant of size `O(r)` for every small `r` is zero
  by_contra hne
  have hC := abs_pos.2 hne
  have hK : 0 ≤ M * ((l : ℝ) + 5) := by positivity
  set C := |wronskian f (sphericalJ l) 1|
  set K := M * ((l : ℝ) + 5)
  have hD : 0 < C + K + 1 := by linarith
  have h := key (C / (C + K + 1)) (div_pos hC hD) ((div_le_one hD).2 (by linarith))
  rw [div_mul_eq_mul_div, le_div_iff₀ hD] at h
  nlinarith [mul_pos hC hC]
```

With $W(f,j_l)=0$, the general solution reduces to $f=W(f,y_l)\,j_l$ on $x>0$. Conversely, $f=c\,j_l$ implies $|f|\le|c|$ on $(0,1]$. The theorem assumes `SolvesRadial l f` and states this equivalence; $c=0$ is allowed.

```lean
/-- A solution of the free radial equation is bounded on `(0,1]` if and only if it is a
constant multiple of the spherical Bessel function `j_l` on `x > 0`. -/
theorem bounded_iff_multiple_sphericalJ {l : ℕ} {f : ℝ → ℝ} (hf : SolvesRadial l f) :
    (∃ M, ∀ x ∈ Ioc (0 : ℝ) 1, |f x| ≤ M) ↔
      ∃ c, ∀ x, 0 < x → f x = c * sphericalJ l x := by
  constructor
  · rintro ⟨M, hM⟩
    refine ⟨wronskian f (sphericalY l) 1, fun x hx => ?_⟩
    have h := general_solution hf hx
    rwa [wronskian_eq_zero_of_bounded hf hM, zero_mul, sub_zero] at h
  · rintro ⟨c, hc⟩
    refine ⟨|c|, fun x hx => ?_⟩
    rw [hc x hx.1, abs_mul]
    exact mul_le_of_le_one_right (abs_nonneg c)
      ((abs_sphericalJ_le l hx.1).trans (pow_le_one₀ hx.1.le hx.2))
```

If $y_l$ were bounded on $(0,1]$, then $W(y_l,j_l)$ would vanish, but it equals $\sin(-\pi/2)=-1$. Thus $y_l$ is unbounded there for every $l$, including $l=0$.

```lean
/-- The spherical Neumann function `y_l` is unbounded on `(0,1]` for every `l`. -/
theorem sphericalY_unbounded (l : ℕ) :
    ¬ ∃ M, ∀ x ∈ Ioc (0 : ℝ) 1, |sphericalY l x| ≤ M := by
  rintro ⟨M, hM⟩
  have h := wronskian_eq_zero_of_bounded (freeWave_solves _ l) hM
  rw [wronskian_freeWave _ _ l one_pos, sub_zero, Real.sin_neg, Real.sin_pi_div_two] at h
  norm_num at h

end

end RegularFreeRadialWave
```

```lean
#print axioms RegularFreeRadialWave.bounded_iff_multiple_sphericalJ
#print axioms RegularFreeRadialWave.sphericalY_unbounded
```

```
'RegularFreeRadialWave.bounded_iff_multiple_sphericalJ' depends on axioms: [propext, Classical.choice, Quot.sound]
'RegularFreeRadialWave.sphericalY_unbounded' depends on axioms: [propext, Classical.choice, Quot.sound]
```
